# Three times the sum over M of the squared cos θ elements from J to J − 1 is the P-branch line strength (J² − Ω²)/J

The theorem `sum_cosSqP` concerns the P branch of a parallel band, where J falls to J − 1 and Ω is unchanged. It says that for J = n/2 ≥ 1, integer or half-integer, three times the sum of the squared elements of cos θ over M = −J, …, J is (J² − Ω²)/J. The closed formulas for the squared element and the line strength are taken as definitions, not derived from wavefunctions, and Ω may be any real number. The proof takes the factors free of M out of the sum, puts in the known sum of J² − M², and leaves `field_simp` to cancel the denominators.

Lean 4 with Mathlib refuses this proof:

```lean
import Mathlib

open Finset

namespace ParallelBandLineStrengths

noncomputable section

/-- The angular momentum quantum number `J = n/2`, integer or half-integer. -/
def angJ (n : ℕ) : ℝ := n / 2

/-- The space-fixed projection `M = -J + k` on the ladder of `J = n/2`, for `k = 0, ..., n`. -/
def projM (n k : ℕ) : ℝ := k - n / 2

/-- Squared element of `cos θ` between `|J Ω M⟩` and `|J-1 Ω M⟩`, for `J ≥ 1`. -/
def cosSqP (J Ω M : ℝ) : ℝ :=
  (J ^ 2 - Ω ^ 2) * (J ^ 2 - M ^ 2) / (J ^ 2 * (2 * J - 1) * (2 * J + 1))

/-- Line strength of the P branch of a parallel band, for `J > 0`. -/
def pLine (J Ω : ℝ) : ℝ := (J ^ 2 - Ω ^ 2) / J

/-- The squares of the projections `M = -J, ..., J` add up to `J(J+1)(2J+1)/3`. -/
theorem sum_projM_sq (n : ℕ) :
    ∑ k ∈ range (n + 1), projM n k ^ 2 = angJ n * (angJ n + 1) * (2 * angJ n + 1) / 3 := by
  -- a sum of squares with an arbitrary shift, by induction on its length
  have shifted : ∀ (a : ℝ) (m : ℕ), ∑ k ∈ range (m + 1), ((k : ℝ) - a) ^ 2 =
      m * (m + 1) * (2 * m + 1) / 6 - a * m * (m + 1) + (m + 1) * a ^ 2 := by
    intro a m
    induction m with
    | zero => simp
    | succ m ih =>
      rw [sum_range_succ, ih]
      push_cast
      ring
  unfold projM angJ
  rw [shifted]
  ring

/-- The sum of `a² - M²` over the `2J+1` projections `M`. -/
theorem sum_sq_sub_projM_sq (n : ℕ) (a : ℝ) :
    ∑ k ∈ range (n + 1), (a ^ 2 - projM n k ^ 2) =
      (2 * angJ n + 1) * (a ^ 2 - angJ n * (angJ n + 1) / 3) := by
  rw [sum_sub_distrib, sum_projM_sq, sum_const, card_range, nsmul_eq_mul]
  push_cast
  unfold angJ
  ring

/-- For `J ≥ 1`, three times the `M` sum of the squared P elements is the P line strength. -/
theorem sum_cosSqP (n : ℕ) (hn : 2 ≤ n) (Ω : ℝ) :
    3 * ∑ k ∈ range (n + 1), cosSqP (angJ n) Ω (projM n k) = pLine (angJ n) Ω := by
  have hJ : 1 ≤ angJ n := by
    have h : (2 : ℝ) ≤ n := by exact_mod_cast hn
    unfold angJ
    linarith
  have h1 : angJ n ≠ 0 := by linarith
  have h2 : 2 * angJ n + 1 ≠ 0 := by linarith
  have h3 : 2 * angJ n - 1 ≠ 0 := by linarith
  have hs : ∑ k ∈ range (n + 1), cosSqP (angJ n) Ω (projM n k) =
      (angJ n ^ 2 - Ω ^ 2) / (angJ n ^ 2 * (2 * angJ n - 1) * (2 * angJ n + 1)) *
        ∑ k ∈ range (n + 1), (angJ n ^ 2 - projM n k ^ 2) := by
    rw [mul_sum]
    refine sum_congr rfl fun k _ => ?_
    unfold cosSqP
    ring
  have hf : angJ n ^ 2 - angJ n * (angJ n + 1) / 3 = angJ n * (2 * angJ n - 1) / 3 := by ring
  rw [hs, sum_sq_sub_projM_sq, hf, pLine]
  field_simp

end

end ParallelBandLineStrengths
```

The error:

```
Main.lean:50:81: error: unsolved goals
n : ℕ
hn : 2 ≤ n
Ω : ℝ
hJ : 1 ≤ angJ n
h1 : angJ n ≠ 0
h2 : 2 * angJ n + 1 ≠ 0
h3 : 2 * angJ n - 1 ≠ 0
hs :
  ∑ k ∈ range (n + 1), cosSqP (angJ n) Ω (projM n k) =
    (angJ n ^ 2 - Ω ^ 2) / (angJ n ^ 2 * (2 * angJ n - 1) * (2 * angJ n + 1)) *
      ∑ k ∈ range (n + 1), (angJ n ^ 2 - projM n k ^ 2)
hf : angJ n ^ 2 - angJ n * (angJ n + 1) / 3 = angJ n * (2 * angJ n - 1) / 3
⊢ (angJ n ^ 2 - Ω ^ 2) * (angJ n * 2 - 1) / (angJ n * 2 - 1) = angJ n ^ 2 - Ω ^ 2
```

Diagnosis. The error "unsolved goals" means that the proof ended with something still to show. `field_simp` had done most of the cancelling, but the factor 2J − 1 still stood above and below the fraction bar on the left.

Such a factor can be cancelled only if it is known not to be zero. The hypothesis `h3` says this of `2 * angJ n - 1`, but in the goal the factor is written `angJ n * 2 - 1`. The two are equal, but they are not the same expression, and `field_simp` did not use `h3` to cancel the factor in its new form.

The repair adds `h4`, which says that `angJ n * 2 - 1` is nonzero, in just the form the goal has. `linarith` proves it from the bound J ≥ 1. Then `mul_div_cancel_right₀`, which says that `a * b / b = a` when `b` is nonzero, is exactly the remaining goal and closes it. The added comment only explains the step.

Lean accepts the file once it reads:

```diff
@@ -66,4 +66,7 @@
   rw [hs, sum_sq_sub_projM_sq, hf, pLine]
   field_simp
+  -- the remaining common factor `2J - 1` is nonzero because `J ≥ 1`
+  have h4 : angJ n * 2 - 1 ≠ 0 := by linarith
+  exact mul_div_cancel_right₀ _ h4
 
 end
```
